# Löwdin vectors built from a linearly dependent basis resolve exactly the span of that basis

When a basis contains exact linear dependencies, its overlap matrix has zero eigenvalues, and the inverse square root used in Löwdin orthogonalisation does not exist. It can be replaced by a matrix formed in the same way from the positive eigenvalues only. In a finite-dimensional space, the vectors obtained this way still reproduce every vector in the span of the original basis, and no others, although they are no longer orthonormal.

```lean
import Mathlib

open Matrix

namespace LoewdinDependentBasis

noncomputable section

variable {m n : Type*} [Fintype m] [Fintype n] [DecidableEq n]

/-- The overlap matrix `Aᴴ A` of the columns of `A` is diagonalised by the unitary matrix `U`,
with real eigenvalues `s`. -/
def IsOverlapDecomp (A : Matrix m n ℂ) (U : Matrix n n ℂ) (s : n → ℝ) : Prop :=
  Uᴴ * U = 1 ∧ Aᴴ * A = U * diagonal (fun k => (s k : ℂ)) * Uᴴ

/-- The Löwdin matrix: the sum of `U_k U_kᴴ / √s_k` over the positive eigenvalues `s_k`. -/
def loewdinX (U : Matrix n n ℂ) (s : n → ℝ) : Matrix n n ℂ :=
  ∑ k with 0 < s k, ((1 / √(s k) : ℝ) : ℂ) •
    vecMulVec (fun i => U i k) (fun j => star (U j k))

/-- The `i`-th Löwdin vector: column `i` of `A X`. -/
def loewdinVec (A : Matrix m n ℂ) (U : Matrix n n ℂ) (s : n → ℝ) (i : n) : m → ℂ :=
  fun a => (A * loewdinX U s) a i

/-- The space spanned by the basis functions, that is, by the columns of `A`. -/
def columnSpan (A : Matrix m n ℂ) : Submodule ℂ (m → ℂ) :=
  Submodule.span ℂ (Set.range fun j i => A i j)

/-- The inverse square root on positive numbers, and zero elsewhere. -/
def invSqrt (t : ℝ) : ℝ := if 0 < t then 1 / √t else 0

/-- One on positive numbers, and zero elsewhere. -/
def support (t : ℝ) : ℝ := if 0 < t then 1 else 0

lemma invSqrt_sq (t : ℝ) : invSqrt t * invSqrt t * t = support t := by
  unfold invSqrt support
  split_ifs with h
  · rw [div_mul_div_comm, one_mul, Real.mul_self_sqrt h.le, one_div, inv_mul_cancel₀ h.ne']
  · simp

/-- For any `U` and `s`, the Löwdin matrix equals `U W Uᴴ`, where `W` is diagonal with entries
`invSqrt (s k)`. -/
theorem loewdinX_eq (U : Matrix n n ℂ) (s : n → ℝ) :
    loewdinX U s = U * diagonal (fun k => (invSqrt (s k) : ℂ)) * Uᴴ := by
  ext i j
  rw [loewdinX, Finset.sum_filter, Matrix.sum_apply, Matrix.mul_apply]
  refine Finset.sum_congr rfl fun k _ => ?_
  rw [Matrix.mul_diagonal, Matrix.conjTranspose_apply]
  by_cases h : 0 < s k
  · simp only [invSqrt, if_pos h, Matrix.smul_apply, vecMulVec_apply, smul_eq_mul]
    ring
  · simp only [invSqrt, if_neg h, Matrix.zero_apply, Complex.ofReal_zero, mul_zero, zero_mul]

lemma loewdinX_conjTranspose (U : Matrix n n ℂ) (s : n → ℝ) :
    (loewdinX U s)ᴴ = loewdinX U s := by
  have hd : (diagonal (fun k => (invSqrt (s k) : ℂ)))ᴴ
      = diagonal (fun k => (invSqrt (s k) : ℂ)) := by
    rw [Matrix.diagonal_conjTranspose]
    congr 1
    funext k
    exact Complex.conj_ofReal _
  rw [loewdinX_eq, Matrix.conjTranspose_mul, Matrix.conjTranspose_mul, hd,
    Matrix.conjTranspose_conjTranspose, Matrix.mul_assoc]

/-- Each eigenvalue of the overlap matrix is the squared norm of the corresponding
combination of basis functions, column `k` of `A U`. -/
theorem sum_normSq_eq_eigenvalue {A : Matrix m n ℂ} {U : Matrix n n ℂ} {s : n → ℝ}
    (h : IsOverlapDecomp A U s) (k : n) :
    ∑ i, Complex.normSq ((A * U) i k) = s k := by
  have hB : (A * U)ᴴ * (A * U) = diagonal (fun k => (s k : ℂ)) := by
    calc (A * U)ᴴ * (A * U) = Uᴴ * (Aᴴ * A) * U := by
          rw [Matrix.conjTranspose_mul]; simp only [Matrix.mul_assoc]
      _ = (Uᴴ * U) * diagonal (fun k => (s k : ℂ)) * (Uᴴ * U) := by
          rw [h.2]; simp only [Matrix.mul_assoc]
      _ = _ := by rw [h.1, Matrix.one_mul, Matrix.mul_one]
  have hk := congrFun (congrFun hB k) k
  rw [Matrix.mul_apply, Matrix.diagonal_apply_eq] at hk
  apply Complex.ofReal_injective
  rw [Complex.ofReal_sum]
  exact (Finset.sum_congr rfl fun i _ => Complex.normSq_eq_conj_mul_self).trans hk

/-- The matrix `(A X)(A X)ᴴ` leaves every basis function unchanged. -/
theorem frame_mul_basis {A : Matrix m n ℂ} {U : Matrix n n ℂ} {s : n → ℝ}
    (h : IsOverlapDecomp A U s) :
    (A * loewdinX U s) * (A * loewdinX U s)ᴴ * A = A := by
  set W : Matrix n n ℂ := diagonal (fun k => (invSqrt (s k) : ℂ)) with hW
  set D : Matrix n n ℂ := diagonal (fun k => (s k : ℂ)) with hD
  -- combinations with a vanishing eigenvalue are zero, so discarding them costs nothing
  have key : A * U * (W * W * D) = A * U := by
    rw [hW, hD, Matrix.diagonal_mul_diagonal, Matrix.diagonal_mul_diagonal]
    ext i k
    rw [Matrix.mul_diagonal, ← Complex.ofReal_mul, ← Complex.ofReal_mul, invSqrt_sq]
    by_cases hk : 0 < s k
    · rw [support, if_pos hk, Complex.ofReal_one, mul_one]
    · have h1 : Complex.normSq ((A * U) i k) ≤ ∑ a, Complex.normSq ((A * U) a k) :=
        Finset.single_le_sum (f := fun a => Complex.normSq ((A * U) a k))
          (fun a _ => Complex.normSq_nonneg _) (Finset.mem_univ i)
      rw [sum_normSq_eq_eigenvalue h k] at h1
      have h2 : (A * U) i k = 0 := Complex.normSq_eq_zero.mp
        (le_antisymm (h1.trans (not_lt.mp hk)) (Complex.normSq_nonneg _))
      rw [h2, zero_mul]
  calc (A * loewdinX U s) * (A * loewdinX U s)ᴴ * A
      = A * loewdinX U s * loewdinX U s * (Aᴴ * A) := by
        rw [Matrix.conjTranspose_mul, loewdinX_conjTranspose]; simp only [Matrix.mul_assoc]
    _ = A * U * W * (Uᴴ * U) * W * (Uᴴ * U) * D * Uᴴ := by
        rw [h.2, loewdinX_eq]; simp only [Matrix.mul_assoc, hW, hD]
    _ = A * U * (W * W * D) * Uᴴ := by
        rw [h.1]; simp only [Matrix.mul_assoc, Matrix.one_mul]
    _ = A := by rw [key, Matrix.mul_assoc, mul_eq_one_comm.mp h.1, Matrix.mul_one]

omit [Fintype m] [DecidableEq n] in
lemma mem_columnSpan_iff (A : Matrix m n ℂ) (x : m → ℂ) :
    x ∈ columnSpan A ↔ ∃ c : n → ℂ, A *ᵥ c = x := by
  have h : ∀ c : n → ℂ, ∑ j, c j • (fun i => A i j) = A *ᵥ c := by
    intro c
    ext i
    simp [Matrix.mulVec, dotProduct, Finset.sum_apply, mul_comm]
  rw [columnSpan, Submodule.mem_span_range_iff_exists_fun]
  exact exists_congr fun c => by rw [← h c]

omit [DecidableEq n] in
lemma expansion_eq_mulVec (A : Matrix m n ℂ) (U : Matrix n n ℂ) (s : n → ℝ) (x : m → ℂ) :
    ∑ i, (star (loewdinVec A U s i) ⬝ᵥ x) • loewdinVec A U s i
      = (A * loewdinX U s) *ᵥ ((A * loewdinX U s)ᴴ *ᵥ x) := by
  ext a
  rw [Finset.sum_apply]
  exact Finset.sum_congr rfl fun i _ => mul_comm _ _

/-- Expanding `x` in the Löwdin vectors, `∑ u_i ⟨u_i, x⟩`, gives back `x` if and only if
`x` lies in the span of the basis functions, which may be linearly dependent. -/
theorem loewdin_expansion_iff {A : Matrix m n ℂ} {U : Matrix n n ℂ} {s : n → ℝ}
    (h : IsOverlapDecomp A U s) (x : m → ℂ) :
    ∑ i, (star (loewdinVec A U s i) ⬝ᵥ x) • loewdinVec A U s i = x ↔ x ∈ columnSpan A := by
  rw [expansion_eq_mulVec, mem_columnSpan_iff]
  constructor
  · intro hx
    exact ⟨loewdinX U s *ᵥ ((A * loewdinX U s)ᴴ *ᵥ x), by rw [Matrix.mulVec_mulVec, hx]⟩
  · rintro ⟨c, rfl⟩
    rw [Matrix.mulVec_mulVec, Matrix.mulVec_mulVec, frame_mul_basis h]

/-- Parseval relation: for `x` in the span of the basis functions and any `y`, the inner product
`⟨y, x⟩` is the sum over the Löwdin vectors `u_i` of the complex conjugate of `⟨u_i, y⟩` times
`⟨u_i, x⟩`. -/
theorem loewdin_parseval {A : Matrix m n ℂ} {U : Matrix n n ℂ} {s : n → ℝ}
    (h : IsOverlapDecomp A U s) {x : m → ℂ} (hx : x ∈ columnSpan A) (y : m → ℂ) :
    ∑ i, star (star (loewdinVec A U s i) ⬝ᵥ y) * (star (loewdinVec A U s i) ⬝ᵥ x)
      = star y ⬝ᵥ x := by
  conv_rhs => rw [← (loewdin_expansion_iff h x).mpr hx]
  rw [dotProduct_sum]
  refine Finset.sum_congr rfl fun i _ => ?_
  rw [dotProduct_smul, smul_eq_mul, ← Matrix.star_dotProduct, mul_comm]

/-- The overlap matrix of the Löwdin vectors is the sum of `U_k U_kᴴ` over the positive eigenvalues,
in the form `U P Uᴴ` with `P` diagonal with entries `support (s k)`. -/
theorem loewdin_overlap {A : Matrix m n ℂ} {U : Matrix n n ℂ} {s : n → ℝ}
    (h : IsOverlapDecomp A U s) :
    (A * loewdinX U s)ᴴ * (A * loewdinX U s)
      = U * diagonal (fun k => (support (s k) : ℂ)) * Uᴴ := by
  set W : Matrix n n ℂ := diagonal (fun k => (invSqrt (s k) : ℂ)) with hW
  set D : Matrix n n ℂ := diagonal (fun k => (s k : ℂ)) with hD
  have key : W * D * W = diagonal (fun k => (support (s k) : ℂ)) := by
    rw [hW, hD, Matrix.diagonal_mul_diagonal, Matrix.diagonal_mul_diagonal]
    congr 1
    funext k
    rw [← invSqrt_sq, Complex.ofReal_mul, Complex.ofReal_mul]
    ring
  calc (A * loewdinX U s)ᴴ * (A * loewdinX U s)
      = loewdinX U s * (Aᴴ * A) * loewdinX U s := by
        rw [Matrix.conjTranspose_mul, loewdinX_conjTranspose]; simp only [Matrix.mul_assoc]
    _ = U * W * (Uᴴ * U) * D * (Uᴴ * U) * W * Uᴴ := by
        rw [h.2, loewdinX_eq]; simp only [Matrix.mul_assoc, hW, hD]
    _ = U * (W * D * W) * Uᴴ := by
        rw [h.1]; simp only [Matrix.mul_assoc, Matrix.one_mul]
    _ = _ := by rw [key]

/-- The Löwdin vectors are orthonormal if and only if every eigenvalue of the original
overlap matrix is positive. -/
theorem loewdin_orthonormal_iff {A : Matrix m n ℂ} {U : Matrix n n ℂ} {s : n → ℝ}
    (h : IsOverlapDecomp A U s) :
    (A * loewdinX U s)ᴴ * (A * loewdinX U s) = 1 ↔ ∀ k, 0 < s k := by
  rw [loewdin_overlap h]
  constructor
  · intro h1 k
    -- return to the eigenbasis and read off the diagonal entry
    have h2 : diagonal (fun k => (support (s k) : ℂ)) = 1 := by
      calc diagonal (fun k => (support (s k) : ℂ))
          = (Uᴴ * U) * diagonal (fun k => (support (s k) : ℂ)) * (Uᴴ * U) := by
            rw [h.1, Matrix.one_mul, Matrix.mul_one]
        _ = Uᴴ * (U * diagonal (fun k => (support (s k) : ℂ)) * Uᴴ) * U := by
            simp only [Matrix.mul_assoc]
        _ = 1 := by rw [h1, Matrix.mul_one, h.1]
    have h3 := congrFun (congrFun h2 k) k
    rw [Matrix.diagonal_apply_eq, Matrix.one_apply_eq] at h3
    by_contra hk
    rw [support, if_neg hk, Complex.ofReal_zero] at h3
    exact zero_ne_one h3
  · intro hs
    have h2 : (fun k => (support (s k) : ℂ)) = fun _ => 1 := by
      funext k
      rw [support, if_pos (hs k), Complex.ofReal_one]
    rw [h2, Matrix.diagonal_one, Matrix.mul_one, mul_eq_one_comm.mp h.1]

/-- Two parallel basis functions `(3, 0)` and `(4, 0)` have an overlap matrix with
eigenvalues 25 and 0, diagonalised by a rotation. -/
theorem isOverlapDecomp_witness :
    IsOverlapDecomp (!![3, 4; 0, 0] : Matrix (Fin 2) (Fin 2) ℂ)
      !![3 / 5, -4 / 5; 4 / 5, 3 / 5] ![25, 0] := by
  have h3 : (starRingEnd ℂ) 3 = 3 := map_ofNat (starRingEnd ℂ) 3
  have h4 : (starRingEnd ℂ) 4 = 4 := map_ofNat (starRingEnd ℂ) 4
  have h5 : (starRingEnd ℂ) 5 = 5 := map_ofNat (starRingEnd ℂ) 5
  constructor <;> ext i j <;> fin_cases i <;> fin_cases j <;>
    simp [Matrix.mul_apply, Fin.sum_univ_succ, Matrix.vecMul_diagonal, h3, h4, h5] <;>
    norm_num

end

end LoewdinDependentBasis
```

```lean
#print axioms LoewdinDependentBasis.loewdin_expansion_iff
-- 'LoewdinDependentBasis.loewdin_expansion_iff' depends on axioms: [propext, Classical.choice, Quot.sound]
#print axioms LoewdinDependentBasis.loewdin_parseval
-- 'LoewdinDependentBasis.loewdin_parseval' depends on axioms: [propext, Classical.choice, Quot.sound]
#print axioms LoewdinDependentBasis.loewdin_orthonormal_iff
-- 'LoewdinDependentBasis.loewdin_orthonormal_iff' depends on axioms: [propext, Classical.choice, Quot.sound]
```

## Basis functions, overlaps and the expansion

The columns of the complex $m\times n$ matrix $A$ are the basis functions, given by their components in an orthonormal reference basis. Their overlap matrix is $A^\dagger A$. The predicate `IsOverlapDecomp A U s` says that $U^\dagger U=1$ and

$$A^\dagger A=U\,\mathrm{diag}(s)\,U^\dagger .$$

The eigenvalues $s_k$ are real by their type, but they are not assumed to be non-negative; that follows from the decomposition. With $U_k$ for column $k$ of $U$, `loewdinX` is

$$X=\sum_{s_k>0}\frac{1}{\sqrt{s_k}}\,U_kU_k^\dagger ,$$

and `loewdinVec A U s i` is column $i$ of $AX$, written $u_i$ below. The inner product $\langle u,x\rangle$ is `star u ⬝ᵥ x`, conjugate-linear in its first argument, and `columnSpan A` is the set of all linear combinations of the columns of $A$.

The main theorem, `loewdin_expansion_iff`, states that for every vector $x$

$$\sum_i u_i\langle u_i,x\rangle=x\quad\Longleftrightarrow\quad x\in\text{the column span of }A .$$

Two further theorems describe the coefficients and the vectors. By `loewdin_parseval`, if $x$ is in the span and $y$ is any vector, then $\langle y,x\rangle=\sum_i\overline{\langle u_i,y\rangle}\,\langle u_i,x\rangle$. By `loewdin_orthonormal_iff`, the $u_i$ are orthonormal if and only if every $s_k$ is positive.

For one-electron states in a finite basis with exact dependencies, this means that norms and overlaps can be computed from the coefficients $\langle u_i,x\rangle$ as if the $u_i$ were orthonormal. The cutoff is exactly zero. A program that also discards small positive eigenvalues works in a smaller space, to which the theorem for the full span does not apply. The decomposition is a hypothesis here; the spectral theorem supplies one for every $A$. How close the $u_i$ lie to the original functions is not addressed.

## Two parallel functions, and a single one

The file's example, `isOverlapDecomp_witness`, has the basis functions $(3,0)$ and $(4,0)$, with overlap eigenvalues 25 and 0. The eigenvector for 25 is $(3/5,4/5)$, so

$$X=\frac1{125}\begin{pmatrix}9&12\\12&16\end{pmatrix},\qquad u_1=(3/5,0),\quad u_2=(4/5,0).$$

These vectors are neither normalised nor orthogonal. For $x=(1,0)$, however, the expansion gives $(9/25+16/25)\,(1,0)=x$, while $(0,1)$, which lies outside the span, is sent to zero.

With a single function $a\neq0$, the construction is ordinary normalisation, $u=a/\lVert a\rVert$. If $a=0$, then $u=0$ and the span contains only the zero vector, which the expansion reproduces.

Unitarity of $U$ is needed. Take $A=(1)$, $U=(2)$ and $s=1/4$. Then $U\,\mathrm{diag}(s)\,U^\dagger=1=A^\dagger A$, but $X=4/\sqrt{1/4}=8$, and the expansion returns $64x$.

## Why the discarded directions cost nothing

Let $D=\mathrm{diag}(s)$ and let $W$ be diagonal with entries $1/\sqrt{s_k}$ where $s_k>0$ and zero elsewhere (`invSqrt`). Let $P$ be diagonal with entries 1 and 0 in the same places (`support`). Then $W^2D=P$, which is `invSqrt_sq` entry by entry.

**The form of $X$.** Writing out the matrix elements,

$$X_{ij}=\sum_k U_{ik}W_{kk}\overline{U_{jk}},$$

so $X=UWU^\dagger$. This is `loewdinX_eq`, where a case split on $0<s_k$ compares the terms. Since $W$ is real, $X^\dagger=X$ (`loewdinX_conjTranspose`).

**Eigenvalues as squared norms.** From the decomposition,

$$(AU)^\dagger(AU)=U^\dagger A^\dagger A\,U=D .$$

The diagonal entry $k$ reads $\sum_i|(AU)_{ik}|^2=s_k$, with $i$ running over the components. This is `sum_normSq_eq_eigenvalue`. If $s_k$ is not positive, each term of this sum of non-negative numbers must vanish, so column $k$ of $AU$ is zero. Hence $AUP=AU$, the step called `key` in `frame_mul_basis`.

**Basis functions are reproduced.** Using $U^\dagger U=1$, and $UU^\dagger=1$ because $U$ is square,

$$(AX)(AX)^\dagger A=AX^2A^\dagger A=AUW^2DU^\dagger=AUPU^\dagger=AUU^\dagger=A .$$

The `calc` block of `frame_mul_basis` follows this chain, with `Matrix.mul_assoc` regrouping the products.

**Both directions of the equivalence.** By `expansion_eq_mulVec`, the expansion is a matrix acting on $x$:

$$\sum_i u_i\langle u_i,x\rangle=(AX)(AX)^\dagger x .$$

By `mem_columnSpan_iff`, $x$ is in the span exactly when $x=Ac$ for some coefficient vector $c$. In that case the previous identity gives $(AX)(AX)^\dagger Ac=Ac=x$. Conversely, if the expansion returns $x$, then $x=A\,[X(AX)^\dagger x]$, and the bracket is the coefficient vector that the Lean proof supplies.

**Inner products.** For $x$ in the span, replace $x$ by its expansion:

$$\langle y,x\rangle=\sum_i\langle y,u_i\rangle\langle u_i,x\rangle=\sum_i\overline{\langle u_i,y\rangle}\,\langle u_i,x\rangle .$$

The proof of `loewdin_parseval` makes this substitution on the right-hand side only and then uses linearity and the conjugate symmetry of the inner product.

**Overlaps of the new vectors.** The theorem `loewdin_overlap` computes

$$(AX)^\dagger(AX)=XA^\dagger AX=UWDWU^\dagger=UPU^\dagger ,$$

the projector onto the eigenvectors with positive eigenvalue. If it equals the identity, multiplying by $U^\dagger$ on the left and $U$ on the right gives $P=1$, so every $s_k$ is positive. If every $s_k$ is positive, then $P=1$ and the overlap matrix is $UU^\dagger=1$. These are the two branches of `loewdin_orthonormal_iff`.
